# One-bead bounds on the centroid weight for identically distributed beads in a bounded potential

Let P beads sit at c + d_j, where the displacements d_j share one distribution but may be correlated in any way, and let V be a bounded measurable potential. At every real β, the expected Boltzmann factor of the bead-averaged potential is at least the Boltzmann factor of the mean potential at one bead, and at most the mean Boltzmann factor of one bead.

```lean
import Mathlib

open MeasureTheory ProbabilityTheory

namespace CentroidWeightBounds

noncomputable section

variable {Ω E : Type*} [MeasurableSpace Ω] [MeasurableSpace E] [AddCommGroup E]
  {P : ℕ}

/-- The potential averaged over the `P` beads at `c + d j`, for a ring with `P > 0`. -/
def beadAverage (V : E → ℝ) (d : Fin P → Ω → E) (c : E) (ω : Ω) : ℝ :=
  (∑ j, V (c + d j ω)) / P

/-- The centroid weight: the expected Boltzmann factor of the bead-averaged potential for beads at
`c + d j`, with `μ` a probability measure and `P > 0`. The point `c` is the centroid when the
displacements sum to zero. -/
def centroidWeight (μ : Measure Ω) (β : ℝ) (V : E → ℝ) (d : Fin P → Ω → E) (c : E) : ℝ :=
  ∫ ω, Real.exp (-β * beadAverage V d c ω) ∂μ

/-- The effective centroid potential `-(1/β) log` of the centroid weight, for `β ≠ 0`
and `P > 0`. -/
def centroidPotential (μ : Measure Ω) (β : ℝ) (V : E → ℝ) (d : Fin P → Ω → E) (c : E) : ℝ :=
  -Real.log (centroidWeight μ β V d c) / β

/-- The exponential lies above its tangent line at `m`, and touches it only at `m`. -/
theorem exp_tangent (m y : ℝ) :
    Real.exp m * (1 + (y - m)) ≤ Real.exp y ∧
      (y ≠ m → Real.exp m * (1 + (y - m)) < Real.exp y) := by
  have e : Real.exp y = Real.exp m * Real.exp (y - m) := by
    rw [← Real.exp_add]
    congr 1
    ring
  rw [e]
  constructor
  · have h := Real.add_one_le_exp (y - m)
    exact mul_le_mul_of_nonneg_left (by linarith) (Real.exp_pos m).le
  · intro hne
    have h := Real.add_one_lt_exp (sub_ne_zero.mpr hne)
    exact mul_lt_mul_of_pos_left (by linarith) (Real.exp_pos m)

/-- Jensen's inequality for the exponential of a random variable, with its equality case:
the variable is almost surely equal to its mean. -/
theorem exp_mean_le {μ : Measure Ω} [IsProbabilityMeasure μ] {Y : Ω → ℝ}
    (hY : Integrable Y μ) (he : Integrable (fun ω => Real.exp (Y ω)) μ) :
    Real.exp (∫ ω, Y ω ∂μ) ≤ ∫ ω, Real.exp (Y ω) ∂μ ∧
      (∫ ω, Real.exp (Y ω) ∂μ = Real.exp (∫ ω, Y ω ∂μ) ↔
        ∀ᵐ ω ∂μ, Y ω = ∫ ω', Y ω' ∂μ) := by
  obtain ⟨m, hm⟩ : ∃ m, m = ∫ ω, Y ω ∂μ := ⟨_, rfl⟩
  rw [← hm]
  have h1 : Integrable (fun ω => Y ω - m) μ := hY.sub (integrable_const m)
  have h2 : Integrable (fun ω => 1 + (Y ω - m)) μ := (integrable_const (1 : ℝ)).add h1
  have h3 : Integrable (fun ω => Real.exp m * (1 + (Y ω - m))) μ := h2.const_mul _
  -- the gap between the exponential and its tangent at the mean
  have hgap : ∫ ω, (Real.exp (Y ω) - Real.exp m * (1 + (Y ω - m))) ∂μ
      = ∫ ω, Real.exp (Y ω) ∂μ - Real.exp m := by
    rw [integral_sub he h3, integral_const_mul, integral_add (integrable_const _) h1,
      integral_sub hY (integrable_const _), ← hm]
    simp
  have hnn : 0 ≤ fun ω => Real.exp (Y ω) - Real.exp m * (1 + (Y ω - m)) :=
    fun ω => sub_nonneg.mpr (exp_tangent m (Y ω)).1
  constructor
  · have h := integral_nonneg (μ := μ) hnn
    rw [hgap] at h
    linarith
  · rw [← sub_eq_zero, ← hgap, integral_eq_zero_iff_of_nonneg hnn (he.sub h3)]
    constructor
    · intro h
      filter_upwards [h] with ω hω
      by_contra hne
      have h4 := (exp_tangent m (Y ω)).2 hne
      simp only [Pi.zero_apply] at hω
      linarith
    · intro h
      filter_upwards [h] with ω hω
      simp [hω]

omit [AddCommGroup E] in
/-- For identically distributed beads, the ring average of a bounded one-bead observable
is integrable and its expectation is that of a single bead. -/
theorem ring_average {μ : Measure Ω} [IsProbabilityMeasure μ] {d : Fin P → Ω → E}
    {k : Fin P} (hd : ∀ j, IdentDistrib (d j) (d k) μ μ) {f : E → ℝ} (hf : Measurable f)
    {K : ℝ} (hK : ∀ x, |f x| ≤ K) :
    Integrable (fun ω => (∑ j, f (d j ω)) / P) μ ∧
      ∫ ω, (∑ j, f (d j ω)) / P ∂μ = ∫ ω, f (d k ω) ∂μ := by
  have hP : (P : ℝ) ≠ 0 := Nat.cast_ne_zero.mpr k.pos.ne'
  have hi : ∀ j, Integrable (fun ω => f (d j ω)) μ := fun j =>
    Integrable.of_bound (hf.comp_aemeasurable (hd j).aemeasurable_fst).aestronglyMeasurable K
      (Filter.Eventually.of_forall fun ω => hK (d j ω))
  have e : ∀ j, ∫ ω, f (d j ω) ∂μ = ∫ ω, f (d k ω) ∂μ :=
    fun j => ((hd j).comp hf).integral_eq
  refine ⟨(MeasureTheory.integrable_finsetSum _ fun j _ => hi j).div_const _, ?_⟩
  rw [integral_div, MeasureTheory.integral_finsetSum _ fun j _ => hi j,
    Finset.sum_congr rfl fun j _ => e j, Finset.sum_const, Finset.card_univ,
    Fintype.card_fin, nsmul_eq_mul, mul_div_cancel_left₀ _ hP]

omit [MeasurableSpace Ω] [MeasurableSpace E] in
/-- The Boltzmann factor of the bead-averaged potential is at most the bead average of
the one-bead Boltzmann factors. -/
theorem exp_beadAverage_le (k : Fin P) (β : ℝ) (V : E → ℝ) (d : Fin P → Ω → E)
    (c : E) (ω : Ω) :
    Real.exp (-β * beadAverage V d c ω) ≤ (∑ j, Real.exp (-β * V (c + d j ω))) / P := by
  have hP : (P : ℝ) ≠ 0 := Nat.cast_ne_zero.mpr k.pos.ne'
  have h := convexOn_exp.map_sum_le (t := Finset.univ) (w := fun _ : Fin P => 1 / (P : ℝ))
    (p := fun j => -β * V (c + d j ω))
    (fun _ _ => one_div_nonneg.mpr (Nat.cast_nonneg P)) (by simp [hP]) (by simp)
  simp only [smul_eq_mul, ← Finset.mul_sum] at h
  have e : -β * beadAverage V d c ω = 1 / (P : ℝ) * (-β * ∑ j, V (c + d j ω)) := by
    unfold beadAverage
    ring
  rw [e]
  refine h.trans (le_of_eq ?_)
  ring

variable [MeasurableAdd E] {μ : Measure Ω} [IsProbabilityMeasure μ]
  {d : Fin P → Ω → E} {k : Fin P} {V : E → ℝ} {M : ℝ}

/-- The centroid weight of identically distributed beads lies between the Boltzmann factor
of the mean potential and the mean one-bead Boltzmann factor. For `β ≠ 0` the lower bound is
attained exactly when the bead-averaged potential almost surely equals the mean potential. -/
theorem centroidWeight_bounds (hd : ∀ j, IdentDistrib (d j) (d k) μ μ)
    (hV : Measurable V) (hM : ∀ x, |V x| ≤ M) (β : ℝ) (c : E) :
    (Real.exp (-β * ∫ ω, V (c + d k ω) ∂μ) ≤ centroidWeight μ β V d c ∧
      centroidWeight μ β V d c ≤ ∫ ω, Real.exp (-β * V (c + d k ω)) ∂μ) ∧
    (β ≠ 0 → (centroidWeight μ β V d c = Real.exp (-β * ∫ ω, V (c + d k ω) ∂μ) ↔
      ∀ᵐ ω ∂μ, beadAverage V d c ω = ∫ ω', V (c + d k ω') ∂μ)) := by
  have hVc : Measurable fun y => V (c + y) := hV.comp (measurable_const_add c)
  have hB : ∀ y, |Real.exp (-β * V (c + y))| ≤ Real.exp (|β| * M) := by
    intro y
    rw [abs_of_pos (Real.exp_pos _)]
    apply Real.exp_le_exp.mpr
    calc -β * V (c + y) ≤ |-β * V (c + y)| := le_abs_self _
      _ = |β| * |V (c + y)| := by rw [abs_mul, abs_neg]
      _ ≤ |β| * M := mul_le_mul_of_nonneg_left (hM _) (abs_nonneg β)
  obtain ⟨ia, ea⟩ := ring_average hd hVc fun y => hM (c + y)
  obtain ⟨ib, eb⟩ := ring_average hd (Real.measurable_exp.comp (hVc.const_mul (-β))) hB
  have iY : Integrable (fun ω => -β * beadAverage V d c ω) μ := ia.const_mul (-β)
  have eY : ∫ ω, -β * beadAverage V d c ω ∂μ = -β * ∫ ω, V (c + d k ω) ∂μ := by
    rw [integral_const_mul]
    exact congrArg (fun t => -β * t) ea
  -- the one-bead factors dominate the ring factor
  have iE : Integrable (fun ω => Real.exp (-β * beadAverage V d c ω)) μ := by
    refine ib.mono' (Real.continuous_exp.comp_aestronglyMeasurable iY.aestronglyMeasurable)
      (Filter.Eventually.of_forall fun ω => ?_)
    rw [Real.norm_eq_abs, abs_of_pos (Real.exp_pos _)]
    exact exp_beadAverage_le k β V d c ω
  obtain ⟨hle, heq⟩ := exp_mean_le iY iE
  rw [eY] at hle heq
  refine ⟨⟨hle, ?_⟩, fun hβ => heq.trans ?_⟩
  · exact (integral_mono iE ib fun ω => exp_beadAverage_le k β V d c ω).trans_eq eb
  · simp only [mul_right_inj' (neg_ne_zero.mpr hβ)]

omit [MeasurableSpace E] [MeasurableAdd E] [IsProbabilityMeasure μ] in
/-- If all beads almost surely coincide, the centroid weight equals the mean one-bead
Boltzmann factor. -/
theorem centroidWeight_collapsed (h : ∀ j, d j =ᵐ[μ] d k) (β : ℝ) (c : E) :
    centroidWeight μ β V d c = ∫ ω, Real.exp (-β * V (c + d k ω)) ∂μ := by
  have hP : (P : ℝ) ≠ 0 := Nat.cast_ne_zero.mpr k.pos.ne'
  apply integral_congr_ae
  filter_upwards [ae_all_iff.mpr h] with ω hω
  have e : beadAverage V d c ω = V (c + d k ω) := by
    unfold beadAverage
    rw [Finset.sum_congr rfl fun j _ => congrArg (fun y => V (c + y)) (hω j),
      Finset.sum_const, Finset.card_univ, Fintype.card_fin, nsmul_eq_mul,
      mul_div_cancel_left₀ _ hP]
  rw [e]

/-- At positive `β` the effective centroid potential lies between the one-bead free energy
and the mean potential. -/
theorem centroidPotential_bounds (hd : ∀ j, IdentDistrib (d j) (d k) μ μ)
    (hV : Measurable V) (hM : ∀ x, |V x| ≤ M) {β : ℝ} (hβ : 0 < β) (c : E) :
    -Real.log (∫ ω, Real.exp (-β * V (c + d k ω)) ∂μ) / β ≤ centroidPotential μ β V d c ∧
      centroidPotential μ β V d c ≤ ∫ ω, V (c + d k ω) ∂μ := by
  obtain ⟨hl, hu⟩ := (centroidWeight_bounds hd hV hM β c).1
  have h1 := Real.log_le_log ((Real.exp_pos _).trans_le hl) hu
  have h2 := Real.log_le_log (Real.exp_pos _) hl
  rw [Real.log_exp] at h2
  unfold centroidPotential
  constructor
  · exact div_le_div_of_nonneg_right (neg_le_neg h1) hβ.le
  · rw [div_le_iff₀ hβ]
    linarith

end

end CentroidWeightBounds
```

```lean
#print axioms CentroidWeightBounds.centroidWeight_bounds
#print axioms CentroidWeightBounds.centroidWeight_collapsed
#print axioms CentroidWeightBounds.centroidPotential_bounds
```

```
'CentroidWeightBounds.centroidWeight_bounds' depends on axioms: [propext, Classical.choice, Quot.sound]
'CentroidWeightBounds.centroidWeight_collapsed' depends on axioms: [propext, Classical.choice, Quot.sound]
'CentroidWeightBounds.centroidPotential_bounds' depends on axioms: [propext, Classical.choice, Quot.sound]
```

## From the ring polymer to random displacements

The beads are numbered j = 0, …, P−1, as in `Fin P`, and k is any one of them, used as a reference. Write E[·] for the expectation over the probability measure `μ`, and set

v_j = V(c + d_j)
A = (1/P) ∑_j v_j
W = E[exp(−βA)]

Here A is `beadAverage` and W is `centroidWeight`. The main theorem, `centroidWeight_bounds`, says

exp(−β E[v_k]) ≤ W ≤ E[exp(−β v_k)].

It adds that for β ≠ 0 the left inequality is an equality exactly when A equals E[v_k] almost surely.

In the physical application `μ` describes a free ring polymer with its centroid held at c, and β is the inverse temperature. W is then the factor by which the potential multiplies the unnormalised centroid density of the free P-bead ring. The free ring looks the same from every bead, so all displacements have the same law. That symmetry enters as the hypothesis `hd`, which compares each `d j` with `d k` through `IdentDistrib`. Having a bead k at all ensures P > 0.

The positions live in the Lean type `E`, which is unrelated to the expectation E[·]. It is an additive group with a measurable structure in which adding a fixed element is measurable. The line, three-dimensional space and the joint configuration space of several distinguishable particles all qualify. The springs, the mass and ħ do not appear, since they act only through the law of the displacements. Nor is ∑_j d_j = 0 required: the bounds hold for any point c, and c is the true centroid when the displacements satisfy that constraint.

The hypothesis `hM`, |V(x)| ≤ M, describes a potential with a finite floor and a finite ceiling, such as a Gaussian barrier or a finite well. It excludes the harmonic oscillator and the bare Coulomb potential. The number of beads is finite and fixed, and no limit P → ∞ is taken.

## Two uses of convexity

**The mean of the ring average.** Since all v_j have the same distribution,

E[A] = (1/P) ∑_j E[v_j] = E[v_k].

Only linearity of the expectation is used, so correlations between beads do not matter. Boundedness of V makes every expectation finite.

**The upper bound.** For each configuration of the ring, convexity of the exponential gives

exp(−βA) = exp((1/P) ∑_j (−βv_j)) ≤ (1/P) ∑_j exp(−βv_j).

Taking expectations, and using the common law once more,

W ≤ (1/P) ∑_j E[exp(−βv_j)] = E[exp(−βv_k)].

**The lower bound.** Let Y = −βA and m = E[Y] = −β E[v_k]. The exponential lies above its tangent at m:

exp(Y) = exp(m) exp(Y − m) ≥ exp(m) (1 + Y − m).

The expectation of the right side is exp(m), because E[Y − m] = 0. Hence W ≥ exp(−β E[v_k]).

**Equality on the left.** The gap exp(Y) − exp(m)(1 + Y − m) is never negative, and it vanishes only at Y = m. Its expectation is W − exp(m). This is zero exactly when Y = m almost surely, which for β ≠ 0 means A = E[v_k] almost surely.

**The effective potential.** For β > 0 let F = −(1/β) log W, which is `centroidPotential`. W is positive by the lower bound, so logarithms may be taken, and multiplying by −1/β reverses the order:

−(1/β) log E[exp(−βv_k)] ≤ F ≤ E[v_k].

This is `centroidPotential_bounds`. For a free-ring law the right side is the potential smeared over the Gaussian spread of one bead, so in this finite-P model with bounded V the smeared potential never underestimates the effective centroid potential.

## How the Lean proof follows the argument

`exp_tangent` proves the tangent inequality and its strict form by factoring out exp(m) and applying the bound x + 1 ≤ exp(x), which is strict for x ≠ 0. `exp_mean_le` integrates it, under the hypotheses that Y and exp(Y) are both integrable. Its intermediate statement `hgap` computes the expectation of the gap, and the equality case follows because a nonnegative integrable function with zero integral vanishes almost everywhere.

`ring_average` shows that, for identically distributed beads, the ring average of a bounded measurable one-bead observable is integrable and has the one-bead expectation. The main proof applies it twice, first to V(c + y) and then to exp(−βV(c + y)), which is bounded by exp(|β|M).

`exp_beadAverage_le` is the convexity step for a single configuration, obtained from `convexOn_exp.map_sum_le` with all weights equal to 1/P. It does two jobs in `centroidWeight_bounds`: it shows that the ring's Boltzmann factor is integrable, by domination, and after integration it gives the upper bound. The lower bound and its equality case come from `exp_mean_le` with Y = −βA. In the last line the nonzero factor −β is cancelled from the almost-sure equality.

`centroidWeight_collapsed` treats a ring whose beads almost surely coincide. Then A = v_k, and W equals the upper bound. This is a sufficient condition for equality, and the theorem makes no claim that it is necessary.

## One and two beads

For P = 1 the ring is a single bead, so W equals the upper bound. If c is also the centroid, then d_0 = 0 and all three quantities reduce to the classical factor exp(−βV(c)).

For P = 2 with c as the centroid, d_1 = −d_0, and the beads are completely dependent. They still have the same law when the distribution of d_0 is symmetric, as it is for the free ring. Two kinds of potential then reach the two ends of the interval:

- If V is even about c, both beads feel the same potential. Then A = v_0 and W equals the upper bound, although the ring has not collapsed.
- If V(c + y) − V(c) is odd in y, the deviations at the two beads cancel. Then A = V(c) in every configuration and W equals the lower bound.

In these two cases the joint law of the beads is the same, and the potential decides which bound is reached. Correlations matter as well. Take the second kind of potential, drop the requirement that c be the centroid, and set d_1 = d_0 instead of d_1 = −d_0. Each bead keeps its law, but W now equals the upper bound.

## Checking a sampled centroid weight

A direct calculation of W draws free-ring configurations at fixed centroid, typically from Gaussian normal modes with the centroid mode left out. For each configuration the code evaluates V at all P beads, forms the average A, and accumulates exp(−βA). If the exponent is written with β/P times the sum of the bead potentials, that product is the same as βA.

The same potential values also give estimates of both bounds: for the lower one, average V over all beads and configurations, multiply by −β and exponentiate; for the upper one, average exp(−βV) over all beads and configurations. Computed this way, the three estimates are ordered correctly for any finite sample, apart from rounding, because the two convexity inequalities apply to the sample averages themselves. A violation larger than rounding error therefore points to a fault in the code, such as a misplaced factor of P, and not to statistical noise. If the bounds are estimated from one bead only, or from a separate sample, noise can reverse the order.
